# The periodic potential of a neutral slab with dipole $p$ gives a field energy too low by $2\pi p^2/L$ per unit area

Q: Take a neutral slab whose two faces differ, say with a molecule adsorbed on one side only. It carries a dipole along its normal. Alone in space, its potential averaged over planes parallel to the faces is flat outside the slab, with different values on the two sides. A plane-wave calculation puts the slab in a cell that repeats along the normal, so the potential must return to its starting value. How much does that change the electrostatic energy?

A: For a fixed, neutral charge density that depends only on the normal coordinate $x$ and lies wholly inside the cell, the periodic energy is too low by $2\pi p^2/L$ per unit area. Here $L$ is the cell length, $\rho(x)$ the charge density and $p=\int_0^L x\rho\,dx$ the dipole per unit area, in Gaussian units.

Q: Derive it before you show me any Lean.

A: Let $V$ be the periodic potential and $W$ that of the isolated slab. Both obey Poisson's equation, $V''=W''=-4\pi\rho$, with $V(0)=V(L)$ and $W'(0)=0$. Since $(W'-V')'=0$, the slopes differ by a constant $c=W'(0)-V'(0)=-V'(0)$. Then

$$\int_0^L W'^2\,dx=\int_0^L V'^2\,dx+2c\int_0^L V'\,dx+c^2L .$$

The middle integral is $V(L)-V(0)=0$, so the field energies $\int V'^2/(8\pi)$ and $\int W'^2/(8\pi)$ differ by $Lc^2/(8\pi)$.

To find $c$, integrate Poisson's equation over the cell. Neutrality gives $V'(L)-V'(0)=-4\pi\int_0^L\rho\,dx=0$. Next, $(xV'-V)'=xV''=-4\pi x\rho$, and integrating this gives

$$LV'(L)-V(L)+V(0)=-4\pi p .$$

With $V(L)=V(0)$ and $V'(L)=V'(0)$ this becomes $V'(0)=-4\pi p/L$. So $c=4\pi p/L$, and the energy difference is

$$\frac{L}{8\pi}\left(\frac{4\pi p}{L}\right)^2=\frac{2\pi p^2}{L}.$$

Q: I accept that. What does Lean take a potential to be?

A: A function together with its slope, tied to the density by two conditions on the cell.

```lean
import Mathlib

open Real Set MeasureTheory

namespace SlabDipoleEnergy

noncomputable section

/-- On the cell `[0, L]` the potential `V` has slope `dV` and obeys Poisson's equation
`V'' = -4πρ` in Gaussian units. -/
structure SolvesPoisson (L : ℝ) (ρ V dV : ℝ → ℝ) : Prop where
  slope : ∀ x ∈ Icc 0 L, HasDerivAt V (dV x) x
  poisson : ∀ x ∈ Icc 0 L, HasDerivAt dV (-4 * π * ρ x) x
```

The name `dV` stands for $V'$, not for a volume element. The field `slope` says that `dV` is the derivative of `V`, and `poisson` says that the derivative of `dV` is $-4\pi\rho$. No additive constant in the potential is fixed.

Q: `HasDerivAt` is a two-sided derivative. At $x=0$ that looks outside the cell.

A: It does, but the functions live on all of $\mathbb R$, and their values outside $[0,L]$ enter no integral. A solution known only on the cell can be continued past each end by a parabola with the right value, slope and curvature, so asking for two-sided derivatives at the ends excludes no solution.

Q: And the dipole and the energies?

A: They are the integrals you would write down, all per unit area.

```lean
/-- The dipole moment `∫ x ρ(x) dx` of the cell, per unit area. -/
def dipole (L : ℝ) (ρ : ℝ → ℝ) : ℝ := ∫ x in (0 : ℝ)..L, x * ρ x

/-- The field energy `∫ V'² / (8π)` of the cell, per unit area, for the slope `dV`. -/
def fieldEnergy (L : ℝ) (dV : ℝ → ℝ) : ℝ := (∫ x in (0 : ℝ)..L, dV x ^ 2) / (8 * π)

/-- The electrostatic energy `½ ∫ ρ V` of the charges in the potential `V`, per unit area. -/
def chargeEnergy (L : ℝ) (ρ V : ℝ → ℝ) : ℝ := (∫ x in (0 : ℝ)..L, ρ x * V x) / 2
```

Q: The dipole of a periodic density depends on where one cuts the cell.

A: In general, yes. `dipole` belongs to the chosen cell $[0,L]$. If the cut lies in vacuum, the cell holds one whole slab, and neutrality makes $p$ independent of the origin.

Q: Is that vacuum assumed anywhere?

A: No, and this is the step from the model to a real slab that you must supply yourself: the density of the single slab has to vanish at and beyond the cell ends. Only then is $W$, which is defined by zero slope at the edge, the potential of the isolated slab, with all its field energy inside the cell. The identity itself holds without vacuum.

Q: Then show me how the proof begins.

A: With continuity, which makes the later integrals legitimate, and with the constant difference of slopes.

```lean
variable {L : ℝ} {ρ V dV W dW : ℝ → ℝ}

/-- A potential that solves Poisson's equation is continuous on the cell, and so is its slope. -/
theorem SolvesPoisson.continuousOn (h : SolvesPoisson L ρ V dV) (hL : 0 ≤ L) :
    ContinuousOn V (uIcc 0 L) ∧ ContinuousOn dV (uIcc 0 L) := by
  rw [uIcc_of_le hL]
  exact ⟨fun x hx => (h.slope x hx).continuousAt.continuousWithinAt,
    fun x hx => (h.poisson x hx).continuousAt.continuousWithinAt⟩

/-- Two potentials of the same charge density differ by a uniform field. -/
theorem uniform_field_difference (hV : SolvesPoisson L ρ V dV) (hW : SolvesPoisson L ρ W dW)
    {x : ℝ} (hx : x ∈ Icc 0 L) : dW x - dV x = dW 0 - dV 0 := by
  have hd : ∀ y ∈ uIcc 0 x, HasDerivAt (fun y => dW y - dV y) 0 y := by
    intro y hy
    rw [uIcc_of_le hx.1] at hy
    have hy' : y ∈ Icc 0 L := ⟨hy.1, hy.2.trans hx.2⟩
    exact ((hW.poisson y hy').fun_sub (hV.poisson y hy')).congr_deriv (by ring)
  have h := intervalIntegral.integral_eq_sub_of_hasDerivAt hd
    (continuous_const.intervalIntegrable 0 x)
  simp only [intervalIntegral.integral_zero] at h
  linarith
```

The second lemma differentiates $W'-V'$, finds zero, and integrates from $0$ to $x$. Its conclusion is $W'(x)-V'(x)=W'(0)-V'(0)$, the constant $c$ above. Gauss's law in one dimension comes next, by integrating Poisson's equation over the cell.

```lean
/-- Gauss's law: for a continuous density the slope of the potential changes across the cell
by `-4π` times the total charge. -/
theorem gauss_law (hL : 0 ≤ L) (hρ : ContinuousOn ρ (Icc 0 L))
    (h : SolvesPoisson L ρ V dV) :
    dV L - dV 0 = -4 * π * ∫ x in (0 : ℝ)..L, ρ x := by
  rw [← uIcc_of_le hL] at hρ
  rw [← intervalIntegral.integral_const_mul]
  symm
  apply intervalIntegral.integral_eq_sub_of_hasDerivAt
  · intro x hx
    rw [uIcc_of_le hL] at hx
    exact h.poisson x hx
  · exact ContinuousOn.intervalIntegrable (by fun_prop)
```

Q: Where does the cross term go?

A: It disappears in this theorem.

```lean
/-- If `V` has equal values at the two cell ends, any other potential `W` of the same density
has a field energy larger by that of the uniform field in which the two differ. -/
theorem fieldEnergy_eq_add_uniform (hL : 0 ≤ L) (hV : SolvesPoisson L ρ V dV)
    (hW : SolvesPoisson L ρ W dW) (hper : V 0 = V L) :
    fieldEnergy L dW = fieldEnergy L dV + L * (dW 0 - dV 0) ^ 2 / (8 * π) := by
  have hc := (hV.continuousOn hL).2
  -- the mean field of `V` vanishes
  have hmean : ∫ x in (0 : ℝ)..L, dV x = 0 := by
    have h : ∫ x in (0 : ℝ)..L, dV x = V L - V 0 := by
      apply intervalIntegral.integral_eq_sub_of_hasDerivAt
      · intro x hx
        rw [uIcc_of_le hL] at hx
        exact hV.slope x hx
      · exact hc.intervalIntegrable
    rw [h, hper, sub_self]
  set c := dW 0 - dV 0 with hcdef
  have hsq : ∫ x in (0 : ℝ)..L, dW x ^ 2
      = ∫ x in (0 : ℝ)..L, (dV x ^ 2 + (2 * c * dV x + c ^ 2)) := by
    apply intervalIntegral.integral_congr
    intro x hx
    rw [uIcc_of_le hL] at hx
    have hx' : dW x = dV x + c := by
      have := uniform_field_difference hV hW hx
      linarith
    change dW x ^ 2 = dV x ^ 2 + (2 * c * dV x + c ^ 2)
    rw [hx']
    ring
  have i1 : IntervalIntegrable (fun x => dV x ^ 2) volume 0 L :=
    ContinuousOn.intervalIntegrable (by fun_prop)
  have i2 : IntervalIntegrable (fun x => 2 * c * dV x) volume 0 L :=
    ContinuousOn.intervalIntegrable (by fun_prop)
  have i3 : IntervalIntegrable (fun _ : ℝ => c ^ 2) volume 0 L :=
    continuous_const.intervalIntegrable 0 L
  have i4 : IntervalIntegrable (fun x => 2 * c * dV x + c ^ 2) volume 0 L :=
    ContinuousOn.intervalIntegrable (by fun_prop)
  -- hence the cross term drops out
  unfold fieldEnergy
  rw [hsq, intervalIntegral.integral_add i1 i4, intervalIntegral.integral_add i2 i3,
    intervalIntegral.integral_const_mul, hmean, intervalIntegral.integral_const, smul_eq_mul]
  ring
```

The step `hmean` is $\int_0^L V'\,dx=V(L)-V(0)=0$. The step `hsq` replaces $W'$ by $V'+c$ under the integral and expands the square. The integral is then split into its parts, and the cross term is removed by `hmean`. Neither neutrality nor a condition on $W'(0)$ is used. Among all potentials of the same density, one with equal end values therefore has the lowest field energy, which settles the sign of the error.

Q: Now the statement I care about.

A: Here it is.

```lean
/-- The slab dipole error: for a continuous neutral density with dipole `p` in a cell of length
`L > 0`, the potential with equal end values has a field energy lower by `2πp²/L` than the
potential whose slope vanishes at the cell edge `0`. -/
theorem slab_dipole_error (hL : 0 < L) (hρ : ContinuousOn ρ (Icc 0 L))
    (hneutral : ∫ x in (0 : ℝ)..L, ρ x = 0)
    (hV : SolvesPoisson L ρ V dV) (hW : SolvesPoisson L ρ W dW)
    (hper : V 0 = V L) (hvac : dW 0 = 0) :
    fieldEnergy L dW - fieldEnergy L dV = 2 * π * dipole L ρ ^ 2 / L := by
  have hg := gauss_law hL.le hρ hV
  rw [hneutral, mul_zero] at hg
  have hρ' : ContinuousOn ρ (uIcc 0 L) := by rwa [uIcc_of_le hL.le]
  -- integrate `(x V' - V)' = -4π x ρ` over the cell
  have hparts : ∫ x in (0 : ℝ)..L, -4 * π * (x * ρ x)
      = (L * dV L - V L) - (0 * dV 0 - V 0) := by
    apply intervalIntegral.integral_eq_sub_of_hasDerivAt (f := fun x => x * dV x - V x)
    · intro x hx
      rw [uIcc_of_le hL.le] at hx
      exact (((hasDerivAt_id' x).fun_mul (hV.poisson x hx)).fun_sub
        (hV.slope x hx)).congr_deriv (by ring)
    · exact ContinuousOn.intervalIntegrable (by fun_prop)
  rw [intervalIntegral.integral_const_mul] at hparts
  change -4 * π * dipole L ρ = _ at hparts
  have hs : L * dV 0 = -4 * π * dipole L ρ := by
    linear_combination -hparts - L * hg - hper
  -- the energy of the uniform field, expressed through the dipole
  have he : L * (0 - dV 0) ^ 2 / (8 * π) = 2 * π * dipole L ρ ^ 2 / L := by
    rw [div_eq_div_iff (by positivity) hL.ne']
    linear_combination (L * dV 0 - 4 * π * dipole L ρ) * hs
  rw [fieldEnergy_eq_add_uniform hL.le hV hW hper, hvac, he]
  ring
```

In words: let $L>0$, let $\rho$ be continuous on $[0,L]$ with zero total charge, and let $V$ and $W$ solve Poisson's equation for this $\rho$. If $V(0)=V(L)$ (`hper`) and $W'(0)=0$ (`hvac`), then the field energy of $W$ minus that of $V$ is $2\pi p^2/L$.

Q: You call $V$ periodic, but `hper` equates only its end values. What about the slopes?

A: Their equality follows from neutrality through `gauss_law`; that is `hg` in the proof. The step `hparts` integrates $(xV'-V)'$, and `hs` combines the two with `hper` into $LV'(0)=-4\pi p$. Then `he` clears the denominators in $LV'(0)^2/(8\pi)=2\pi p^2/L$. What remains is $(LV'(0))^2=(4\pi p)^2$, which follows from `hs`. The previous theorem does the rest.

Q: Could the error vanish for a slab that does have a dipole?

A: No. Under the same hypotheses the periodic field energy is strictly lower exactly when $p\neq0$.

```lean
/-- For a continuous neutral density in a cell of length `L > 0`, the field energy of `V`, with
equal end values, is strictly below that of `W`, with `W' = 0` at the edge `0`, exactly when the
dipole of the cell is nonzero. -/
theorem fieldEnergy_lt_iff (hL : 0 < L) (hρ : ContinuousOn ρ (Icc 0 L))
    (hneutral : ∫ x in (0 : ℝ)..L, ρ x = 0)
    (hV : SolvesPoisson L ρ V dV) (hW : SolvesPoisson L ρ W dW)
    (hper : V 0 = V L) (hvac : dW 0 = 0) :
    fieldEnergy L dV < fieldEnergy L dW ↔ dipole L ρ ≠ 0 := by
  have h := slab_dipole_error hL hρ hneutral hV hW hper hvac
  constructor
  · intro hlt h0
    have hz : 2 * π * (0 : ℝ) ^ 2 / L = 0 := by simp
    rw [h0, hz] at h
    linarith
  · intro hp
    have hpos : 0 < 2 * π * dipole L ρ ^ 2 / L := by positivity
    linarith
```

If $p=0$ the difference is zero, and if $p\ne0$ it is positive, so both directions can be read off from the formula.

Q: The electrostatic energy is often written instead as half the integral of the density times the potential. Does that give the same value?

A: The two agree when a boundary term cancels. Since $(VV')'=V'^2-4\pi\rho V$, integration over the cell gives

$$\int_0^L V'^2\,dx-4\pi\int_0^L\rho V\,dx=V(L)V'(L)-V(0)V'(0).$$

If the right-hand side is zero, division by $8\pi$ gives $\int V'^2/(8\pi)=\tfrac12\int\rho V$.

```lean
/-- For a continuous density the field energy equals `½ ∫ ρ V` when the product `V V'` takes
the same value at both cell ends. -/
theorem fieldEnergy_eq_chargeEnergy (hL : 0 ≤ L) (hρ : ContinuousOn ρ (Icc 0 L))
    (hV : SolvesPoisson L ρ V dV) (hb : V L * dV L = V 0 * dV 0) :
    fieldEnergy L dV = chargeEnergy L ρ V := by
  obtain ⟨hc, hc'⟩ := hV.continuousOn hL
  have hρ' : ContinuousOn ρ (uIcc 0 L) := by rwa [uIcc_of_le hL]
  have i1 : IntervalIntegrable (fun x => dV x ^ 2) volume 0 L :=
    ContinuousOn.intervalIntegrable (by fun_prop)
  have i2 : IntervalIntegrable (fun x => -4 * π * (ρ x * V x)) volume 0 L :=
    ContinuousOn.intervalIntegrable (by fun_prop)
  -- integrate `(V V')' = V'² - 4π ρ V` over the cell
  have h : ∫ x in (0 : ℝ)..L, (dV x ^ 2 + -4 * π * (ρ x * V x))
      = V L * dV L - V 0 * dV 0 := by
    apply intervalIntegral.integral_eq_sub_of_hasDerivAt (f := fun x => V x * dV x)
    · intro x hx
      rw [uIcc_of_le hL] at hx
      exact ((hV.slope x hx).fun_mul (hV.poisson x hx)).congr_deriv (by ring)
    · exact ContinuousOn.intervalIntegrable (by fun_prop)
  rw [intervalIntegral.integral_add i1 i2, intervalIntegral.integral_const_mul] at h
  unfold fieldEnergy chargeEnergy
  rw [div_eq_div_iff (by positivity) (by norm_num)]
  linear_combination 2 * h + 2 * hb
```

The hypothesis `hb` is the cancellation, and the step `h` is the integrated identity.

Q: Does it cancel for both potentials? $W$ has different values at the two ends.

A: It does. For $V$, the end values agree and so do the slopes. For $W$, neutrality carries $W'(0)=0$ over to $W'(L)=0$, so both boundary products are zero whatever the values of $W$. These are `bV` and `bW` in the last theorem, which then rewrites each charge energy as a field energy and applies the main result.

```lean
/-- For a continuous neutral density in a cell of length `L > 0`, the energy `½ ∫ ρ V` with
equal end values of `V` lies below `½ ∫ ρ W`, with `W' = 0` at the edge `0`, by `2πp²/L`. -/
theorem chargeEnergy_dipole_error (hL : 0 < L) (hρ : ContinuousOn ρ (Icc 0 L))
    (hneutral : ∫ x in (0 : ℝ)..L, ρ x = 0)
    (hV : SolvesPoisson L ρ V dV) (hW : SolvesPoisson L ρ W dW)
    (hper : V 0 = V L) (hvac : dW 0 = 0) :
    chargeEnergy L ρ W - chargeEnergy L ρ V = 2 * π * dipole L ρ ^ 2 / L := by
  have gV := gauss_law hL.le hρ hV
  have gW := gauss_law hL.le hρ hW
  rw [hneutral, mul_zero] at gV gW
  -- neutrality removes both boundary terms
  have bV : V L * dV L = V 0 * dV 0 := by
    rw [hper, sub_eq_zero.mp gV]
  have bW : W L * dW L = W 0 * dW 0 := by
    rw [sub_eq_zero.mp gW, hvac, mul_zero, mul_zero]
  rw [← fieldEnergy_eq_chargeEnergy hL.le hρ hV bV,
    ← fieldEnergy_eq_chargeEnergy hL.le hρ hW bW]
  exact slab_dipole_error hL hρ hneutral hV hW hper hvac

end

end SlabDipoleEnergy
```

```lean
#print axioms SlabDipoleEnergy.slab_dipole_error
-- 'SlabDipoleEnergy.slab_dipole_error' depends on axioms: [propext, Classical.choice, Quot.sound]
#print axioms SlabDipoleEnergy.fieldEnergy_lt_iff
-- 'SlabDipoleEnergy.fieldEnergy_lt_iff' depends on axioms: [propext, Classical.choice, Quot.sound]
#print axioms SlabDipoleEnergy.chargeEnergy_dipole_error
-- 'SlabDipoleEnergy.chargeEnergy_dipole_error' depends on axioms: [propext, Classical.choice, Quot.sound]
```

Q: So may I add $2\pi p^2/L$ to the energy of my polar slab?

A: For a frozen density that varies only along the normal and vanishes at the cell ends, that is the correction to the electrostatic energy per unit area. For the energy of the whole cell, multiply it by the area of the cell parallel to the surface. In a self-consistent calculation the spurious field also polarises the electrons, so $p$ itself changes with the boundary condition. The theorems compare two potentials of one and the same $\rho$ and say nothing about that response. Lateral variation of the density is absent as well; for a real surface, $\rho$ stands for the average over planes parallel to it, and the theorems cover only the part of the energy that comes from this average.

Q: And the ions? Point charges are hardly continuous.

A: The planar average of a layer of point ions is an infinitely thin charged sheet, which the continuity hypothesis excludes. To apply the theorems as stated, spread each sheet symmetrically into a continuous distribution of finite width inside the cell, which leaves $p$ unchanged.

Q: Would it have been more natural to put the potential on a circle, as a plane-wave code does?

A: That is a reasonable other model. With $V$ a function on a circle of circumference $L$, the conditions $V(0)=V(L)$ and $V'(0)=V'(L)$ would be part of its type, and neutrality would be forced, because Poisson's equation has no periodic solution for a charged cell. But $W$ rises by $4\pi p$ across the cell, so for $p\neq0$ it is not a function on the circle. The comparison would need a second kind of object for the isolated slab. On an interval, both potentials satisfy the same `SolvesPoisson` and differ only in their boundary conditions.
